# The exchange-correlation hole of an occupied spin-up orbital sums to −1 over spin-up and to 0 over spin-down orbitals at fixed N_up and N_down

Suppose an electron is found in a spin-up orbital of a molecule. The average density includes this electron, but the density of the remaining electrons does not. Antisymmetry and mutual repulsion can also change how the remaining electrons are distributed. How many electrons are missing from the average, and from which spin?

Label the orthonormal spin-orbitals, or modes, by i and j, with annihilators a_i and creators a_i†. For a state ψ, write ⟨A⟩ for the expectation value of an operator A, and set

n_i = a_i† a_i

ρ_i = ⟨n_i⟩

D(ij,ij) = ⟨a_i† a_j† a_j a_i⟩

The ratio D(ij,ij)/ρ_i is the mean occupation of mode j by the other electrons, given that mode i is occupied. Its deviation from the average is the hole:

h(i,j) = D(ij,ij)/ρ_i − ρ_j

If ψ is normalised and has definite particle numbers N_up and N_down, and if i is a spin-up mode with ρ_i > 0, then

Σ_{j up} h(i,j) = −1

Σ_{j down} h(i,j) = 0

Exactly one electron is missing, and it is missing from the same spin. Correlation can rearrange the opposite-spin electrons but leaves their number unchanged. No Hamiltonian enters, so the result holds for interacting electrons as well, within a finite set of orbitals.

## Checking the spin blocks of a two-particle density matrix

A configuration-interaction or density-matrix renormalisation code that outputs spin-resolved density matrices can check them row by row with these sums. The separate sums detect an error that moves weight between the same-spin and opposite-spin blocks, which the total of −1 would miss.

For weakly occupied orbitals, division by ρ_i amplifies rounding errors. The same check without the division is

Σ_{j up} D(ij,ij) = (N_up − 1) ρ_i

Σ_{j down} D(ij,ij) = N_down ρ_i

If the matrices cover only an active space, N_up and N_down count the electrons in that space. The convention for D has no factor 1/2, so a code that stores one must remove it first. Passing the check is necessary for a density matrix of such a state, but it doesn't show that a wave function with that matrix exists.

## From anticommutators to a vanishing covariance

The canonical anticommutation relations (CAR) are

a_i a_j + a_j a_i = 0

a_i a_j† + a_j† a_i = δ_ij

where δ_ij is 1 for i = j and 0 otherwise. Exchange the two annihilators in the pair operator, then move a_i to the left of a_j†:

a_i† a_j† a_j a_i = −a_i† a_j† a_i a_j

= −a_i† (δ_ij − a_i a_j†) a_j

= n_i n_j − δ_ij n_i

The last term removes the pairing of an electron with itself.

Now let S be a finite set of modes, with number operator N_S = Σ_{j∈S} n_j, and let [i∈S] be 1 if i lies in S and 0 otherwise. Summing the expectation values gives

Σ_{j∈S} D(ij,ij) = ⟨n_i N_S⟩ − [i∈S] ρ_i

Divide by ρ_i and subtract Σ_{j∈S} ρ_j = ⟨N_S⟩:

Σ_{j∈S} h(i,j) = (⟨n_i N_S⟩ − ρ_i ⟨N_S⟩)/ρ_i − [i∈S]

For normalised ψ, the numerator is the covariance of n_i and N_S. If N_S ψ = N ψ, then ⟨n_i N_S⟩ = N ρ_i and ⟨N_S⟩ = N, so the covariance is zero and only −[i∈S] remains. Taking S to be the spin-up modes gives −1, and taking the spin-down modes gives 0.

The smallest case is a single spin-up electron. Two annihilators acting on a one-electron state give zero, so D(ij,ij) = 0 and h(i,j) = −ρ_j. The hole removes exactly the electron's own density: the spin-up sum is −N_up = −1, and the spin-down sum is 0.

## The Lean file

```lean
import Mathlib

open Matrix

namespace SpinResolvedHole

noncomputable section

/-- The two spin projections of an electron. -/
inductive Spin
  | up
  | down
  deriving DecidableEq

variable {ι n : Type*} [Fintype n]

/-- The real part of the expectation value `⟨ψ, A ψ⟩`. -/
def expect (ψ : n → ℂ) (A : Matrix n n ℂ) : ℝ := (star ψ ⬝ᵥ A *ᵥ ψ).re

/-- The number operator `a_i† a_i` of mode `i`. -/
def num (a : ι → Matrix n n ℂ) (i : ι) : Matrix n n ℂ := (a i)ᴴ * a i

/-- The operator counting the particles in a set `S` of modes. -/
def blockNum (a : ι → Matrix n n ℂ) (S : Finset ι) : Matrix n n ℂ := ∑ j ∈ S, num a j

/-- The occupation `ρ_i` of mode `i`. -/
def occ (a : ι → Matrix n n ℂ) (ψ : n → ℂ) (i : ι) : ℝ := expect ψ (num a i)

/-- The diagonal two-particle density `D(ij,ij) = ⟨a_i† a_j† a_j a_i⟩`. -/
def pairDensity (a : ι → Matrix n n ℂ) (ψ : n → ℂ) (i j : ι) : ℝ :=
  expect ψ ((a i)ᴴ * (a j)ᴴ * a j * a i)

/-- The exchange-correlation hole `h(i,j) = D(ij,ij)/ρ_i - ρ_j` around a particle in mode `i`,
for `ρ_i ≠ 0`. -/
def hole (a : ι → Matrix n n ℂ) (ψ : n → ℂ) (i j : ι) : ℝ :=
  pairDensity a ψ i j / occ a ψ i - occ a ψ j

/-- The set of modes with spin `τ`, for a given spin labelling of the modes. -/
def modes [Fintype ι] (s : ι → Spin) (τ : Spin) : Finset ι :=
  Finset.univ.filter (fun j => s j = τ)

/-- The real part of the expectation value of a difference is the difference of the real parts. -/
theorem expect_sub (ψ : n → ℂ) (A B : Matrix n n ℂ) :
    expect ψ (A - B) = expect ψ A - expect ψ B := by
  simp [expect, Matrix.sub_mulVec, dotProduct_sub]

/-- The real part of the expectation value of a finite sum is the sum of the real parts. -/
theorem expect_sum (ψ : n → ℂ) (S : Finset ι) (A : ι → Matrix n n ℂ) :
    expect ψ (∑ j ∈ S, A j) = ∑ j ∈ S, expect ψ (A j) := by
  classical
  induction S using Finset.induction_on with
  | empty => simp [expect]
  | insert j S hj ih =>
    rw [Finset.sum_insert hj, Finset.sum_insert hj, ← ih]
    simp [expect, Matrix.add_mulVec, dotProduct_add]

variable [DecidableEq ι] [DecidableEq n]

/-- The canonical anticommutation relations for the annihilators `a_i` and their adjoints. -/
structure IsCAR (a : ι → Matrix n n ℂ) : Prop where
  anti : ∀ i j, a i * a j + a j * a i = 0
  mixed : ∀ i j, a i * (a j)ᴴ + (a j)ᴴ * a i = if i = j then 1 else 0

/-- For CAR modes, the pair operator is the product of number operators without the
self-pair: `a_i† a_j† a_j a_i = n_i n_j - δ_ij n_i`. -/
theorem pair_operator {a : ι → Matrix n n ℂ} (h : IsCAR a) (i j : ι) :
    (a i)ᴴ * (a j)ᴴ * a j * a i = num a i * num a j - if i = j then num a i else 0 := by
  have h1 : a j * a i = -(a i * a j) := eq_neg_of_add_eq_zero_left (h.anti j i)
  have h3 : (a j)ᴴ * a i = (if i = j then 1 else 0) - a i * (a j)ᴴ := by
    rw [← h.mixed i j]; abel
  calc (a i)ᴴ * (a j)ᴴ * a j * a i = (a i)ᴴ * (a j)ᴴ * (a j * a i) := by rw [mul_assoc]
    _ = -((a i)ᴴ * ((a j)ᴴ * a i) * a j) := by rw [h1]; noncomm_ring
    _ = num a i * num a j - if i = j then num a i else 0 := by
      rw [h3]
      unfold num
      split_ifs with hij
      · subst hij
        noncomm_ring
      · noncomm_ring

/-- For CAR modes, the pair density summed over a set `S` of modes is `⟨n_i N_S⟩`, reduced by
`ρ_i` when `i` itself lies in `S`. -/
theorem sum_pairDensity {a : ι → Matrix n n ℂ} (h : IsCAR a) (ψ : n → ℂ) (i : ι)
    (S : Finset ι) :
    ∑ j ∈ S, pairDensity a ψ i j =
      expect ψ (num a i * blockNum a S) - if i ∈ S then occ a ψ i else 0 := by
  have hp : ∀ j, pairDensity a ψ i j =
      expect ψ (num a i * num a j) - if i = j then occ a ψ i else 0 := by
    intro j
    rw [pairDensity, pair_operator h, expect_sub]
    split_ifs
    · rfl
    · simp [expect]
  simp only [hp]
  rw [blockNum, Finset.mul_sum, expect_sum, Finset.sum_sub_distrib, Finset.sum_ite_eq]

/-- For CAR modes and `ρ_i > 0`, the hole summed over a set `S` of modes is
`(⟨n_i N_S⟩ - ρ_i ⟨N_S⟩) / ρ_i`, minus one when `i` lies in `S`. If `ψ` is a unit vector, the
numerator is the covariance of `n_i` and `N_S`. -/
theorem sum_hole_eq_covariance {a : ι → Matrix n n ℂ} (h : IsCAR a) (ψ : n → ℂ) (i : ι)
    (S : Finset ι) (hi : 0 < occ a ψ i) :
    ∑ j ∈ S, hole a ψ i j =
      (expect ψ (num a i * blockNum a S) - occ a ψ i * expect ψ (blockNum a S)) / occ a ψ i
        - if i ∈ S then 1 else 0 := by
  have hne : occ a ψ i ≠ 0 := hi.ne'
  have hocc : ∑ j ∈ S, occ a ψ j = expect ψ (blockNum a S) := by
    rw [blockNum, expect_sum]
    rfl
  simp only [hole]
  rw [Finset.sum_sub_distrib, ← Finset.sum_div, sum_pairDensity h, hocc]
  split_ifs <;> field_simp <;> ring

/-- For CAR modes, a unit vector with exactly `N` particles in the set `S` and `ρ_i > 0`, the
hole around `i` sums over `S` to `-1` if `i` lies in `S` and to `0` otherwise. -/
theorem sum_hole_of_fixed_number {a : ι → Matrix n n ℂ} (h : IsCAR a) {ψ : n → ℂ}
    (hψ : star ψ ⬝ᵥ ψ = 1) {S : Finset ι} {N : ℕ}
    (hN : blockNum a S *ᵥ ψ = (N : ℂ) • ψ) {i : ι} (hi : 0 < occ a ψ i) :
    ∑ j ∈ S, hole a ψ i j = if i ∈ S then -1 else 0 := by
  -- a sharp particle number has no covariance with `n_i`
  have h1 : expect ψ (num a i * blockNum a S) = N * occ a ψ i := by
    rw [occ, expect, expect, ← Matrix.mulVec_mulVec, hN, Matrix.mulVec_smul, dotProduct_smul,
      smul_eq_mul]
    simp [Complex.mul_re]
  have h2 : expect ψ (blockNum a S) = N := by
    rw [expect, hN, dotProduct_smul, hψ]
    simp
  rw [sum_hole_eq_covariance h ψ i S hi, h1, h2, mul_comm (N : ℝ), sub_self, zero_div]
  split_ifs <;> norm_num

/-- Spin-resolved hole sum rule: for CAR spin-orbitals, a unit vector with fixed `N_up` and
`N_down`, and a spin-up mode `i` with `ρ_i > 0`, the hole around `i` sums to `-1` over the
spin-up modes and to `0` over the spin-down modes. -/
theorem spin_resolved_hole_sum_rule [Fintype ι] {a : ι → Matrix n n ℂ} (h : IsCAR a)
    (s : ι → Spin) {ψ : n → ℂ} (hψ : star ψ ⬝ᵥ ψ = 1) {Nup Ndown : ℕ}
    (hup : blockNum a (modes s .up) *ᵥ ψ = (Nup : ℂ) • ψ)
    (hdown : blockNum a (modes s .down) *ᵥ ψ = (Ndown : ℂ) • ψ)
    {i : ι} (his : s i = .up) (hi : 0 < occ a ψ i) :
    ∑ j ∈ modes s .up, hole a ψ i j = -1 ∧ ∑ j ∈ modes s .down, hole a ψ i j = 0 := by
  rw [sum_hole_of_fixed_number h hψ hup hi, sum_hole_of_fixed_number h hψ hdown hi]
  simp [modes, his]

/-- Annihilators of one spin-up and one spin-down mode, in the basis
vacuum, up, down, doubly occupied. -/
def twoMode : Fin 2 → Matrix (Fin 4) (Fin 4) ℂ :=
  ![!![0, 1, 0, 0; 0, 0, 0, 0; 0, 0, 0, 1; 0, 0, 0, 0],
    !![0, 0, 1, 0; 0, 0, 0, -1; 0, 0, 0, 0; 0, 0, 0, 0]]

/-- The spin labels of the two modes: the first is up, the second is down. -/
def twoSpin : Fin 2 → Spin := ![.up, .down]

/-- The two-mode annihilators satisfy the canonical anticommutation relations. -/
theorem twoMode_isCAR_witness : IsCAR twoMode := by
  constructor <;> intro i j <;> fin_cases i <;> fin_cases j <;> ext k l <;>
    fin_cases k <;> fin_cases l <;>
    simp [twoMode, Matrix.mul_apply, Matrix.vecMul, dotProduct, Matrix.conjTranspose_apply,
      Fin.sum_univ_four]

/-- The doubly occupied state is a unit vector with one spin-up and one spin-down particle,
and its spin-up mode has positive occupation. -/
theorem doublyOccupied_witness :
    star ![(0 : ℂ), 0, 0, 1] ⬝ᵥ ![0, 0, 0, 1] = 1 ∧
    blockNum twoMode (modes twoSpin .up) *ᵥ ![0, 0, 0, 1] = ((1 : ℕ) : ℂ) • ![0, 0, 0, 1] ∧
    blockNum twoMode (modes twoSpin .down) *ᵥ ![0, 0, 0, 1] = ((1 : ℕ) : ℂ) • ![0, 0, 0, 1] ∧
    0 < occ twoMode ![0, 0, 0, 1] 0 := by
  have hu : modes twoSpin .up = {0} := by
    ext j
    rw [modes, Finset.mem_filter]
    fin_cases j <;> simp [twoSpin]
  have hd : modes twoSpin .down = {1} := by
    ext j
    rw [modes, Finset.mem_filter]
    fin_cases j <;> simp [twoSpin]
  refine ⟨?_, ?_, ?_, ?_⟩
  · simp [dotProduct, Fin.sum_univ_four]
  · rw [blockNum, hu, Finset.sum_singleton]
    ext k
    fin_cases k <;> simp [num, twoMode, Matrix.mulVec, dotProduct, Matrix.mul_apply,
      Fin.sum_univ_four]
  · rw [blockNum, hd, Finset.sum_singleton]
    ext k
    fin_cases k <;> simp [num, twoMode, Matrix.mulVec, dotProduct, Matrix.mul_apply,
      Fin.sum_univ_four]
  · simp [occ, expect, num, twoMode, Matrix.mulVec, dotProduct, Matrix.mul_apply,
      Fin.sum_univ_four]

/-- The superposition of the vacuum (amplitude 3/5) and the doubly occupied state (amplitude
4/5) is a unit vector whose hole around the spin-up mode sums to 9/25 over spin down. -/
theorem pair_superposition_hole :
    star ![(3 / 5 : ℂ), 0, 0, 4 / 5] ⬝ᵥ ![3 / 5, 0, 0, 4 / 5] = 1 ∧
    ∑ j ∈ modes twoSpin .down, hole twoMode ![3 / 5, 0, 0, 4 / 5] 0 j = 9 / 25 := by
  -- the amplitudes are real
  have c3 : (starRingEnd ℂ) 3 = 3 := Complex.ext (by simp) (by simp)
  have c4 : (starRingEnd ℂ) 4 = 4 := Complex.ext (by simp) (by simp)
  have c5 : (starRingEnd ℂ) 5 = 5 := Complex.ext (by simp) (by simp)
  have h0 : occ twoMode ![3 / 5, 0, 0, 4 / 5] 0 = 16 / 25 := by
    simp [occ, expect, num, twoMode, Matrix.mulVec, dotProduct, Matrix.mul_apply,
      Fin.sum_univ_four, c4, c5]
    norm_num
  have h1 : occ twoMode ![3 / 5, 0, 0, 4 / 5] 1 = 16 / 25 := by
    simp [occ, expect, num, twoMode, Matrix.mulVec, dotProduct, Matrix.mul_apply,
      Fin.sum_univ_four, c4, c5]
    norm_num
  have hD : pairDensity twoMode ![3 / 5, 0, 0, 4 / 5] 0 1 = 16 / 25 := by
    simp [pairDensity, expect, twoMode, Matrix.mulVec, dotProduct, Matrix.mul_apply,
      Fin.sum_univ_four, c4, c5]
    norm_num
  constructor
  · simp [dotProduct, Fin.sum_univ_four, c3, c4, c5]
    norm_num
  · have hm : modes twoSpin .down = {1} := by
      ext j
      rw [modes, Finset.mem_filter]
      fin_cases j <;> simp [twoSpin]
    rw [hm, Finset.sum_singleton, hole, h0, h1, hD]
    norm_num

end

end SpinResolvedHole
```

```lean
#print axioms SpinResolvedHole.spin_resolved_hole_sum_rule
#print axioms SpinResolvedHole.pair_superposition_hole
```

```
'SpinResolvedHole.spin_resolved_hole_sum_rule' depends on axioms: [propext, Classical.choice, Quot.sound]
'SpinResolvedHole.pair_superposition_hole' depends on axioms: [propext, Classical.choice, Quot.sound]
```

## Reading the theorem as a statement about electrons

In `spin_resolved_hole_sum_rule`, the finite type `ι` labels the spin-orbitals and `n` labels a finite orthonormal basis of the state space. Each `a i` is a complex matrix, and its conjugate transpose is the creator. The hypothesis `IsCAR a` contains the two relations used above; it stands for fermions in orthonormal orbitals. The function `s` assigns a spin to each mode.

The hypothesis `hψ` is normalisation. The equations `hup` and `hdown` say that ψ is an eigenvector of the two spin number operators, which is stronger than having the right average numbers. The conditions `his` and `hi` say that mode `i` has spin up and positive occupation. The definitions `occ`, `pairDensity` and `hole` are ρ_i, D(ij,ij) and h(i,j). The function `expect` takes the real part of the expectation value, which loses nothing for the Hermitian operators used here.

## How the lemmas carry the derivation

`pair_operator` is the operator identity. Its steps `h1` and `h3` are the two exchanges, and `noncomm_ring` collects the products without changing the order of the factors. `sum_pairDensity` sums the identity over S; `Finset.sum_ite_eq` reduces the sum over δ_ij to the question of whether i lies in S.

`sum_hole_eq_covariance` divides by ρ_i, with `field_simp` using that it is nonzero. This lemma needs no fixed particle number. In `sum_hole_of_fixed_number`, `Matrix.mulVec_mulVec` lets N_S act on ψ first, so that the eigenvalue equation applies and the covariance cancels. The main theorem uses this lemma once for each spin.

The lemma accepts any set S with a definite particle number. It therefore also gives the rule for a spin-down reference mode, and it shows that each spin sum needs only the particle number of its own block.

## Number fluctuations and the step to real space

The file includes a two-mode example, with mode 0 spin up and mode 1 spin down. `twoMode_isCAR_witness` checks the anticommutation relations entry by entry, and `doublyOccupied_witness` confirms that the doubly occupied state meets the remaining hypotheses.

`pair_superposition_hole` treats a state with amplitude 3/5 on the vacuum and 4/5 on the pair. Such a superposition of different electron numbers is not a physical state of an isolated molecule, but mean-field theories of pairing use vectors of this kind as approximations. Both occupations and the pair density equal 16/25, so the opposite-spin sum is

h(0,1) = 1 − 16/25 = 9/25

Finding the spin-up electron selects the pair component, and the spin-down electron is then certainly present. Both components have N_up = N_down, so a definite difference N_up − N_down is not enough for the opposite-spin rule. For paired mean-field states without number projection, a nonzero opposite-spin sum can therefore be a property of the state and not an error in the code.

The theorem concerns a pure state and the diagonal elements D(ij,ij) in one orbital basis. The step it leaves open is the passage to the hole as a function of electron positions. That hole also involves off-diagonal elements of the density matrices, and its sum over modes becomes an integral over space.
